# Fourth-order effective Hamiltonian from a generator with first- and third-order terms

Two electrons in a spin singlet on two sites can sit on different sites, at energy $0$, or share a site in an even superposition, at energy $U>0$; hopping of strength $t$ couples the two states by $-2t$, and a rotation that removes this coupling order by order lowers the first state by $4t^2/U$ and then raises it by $16t^4/U^3$. The Lean file below derives the fourth-order term for any Hamiltonian whose rotation satisfies two commutator equations, and then evaluates it for these two states.

```lean
import Mathlib

open Polynomial

namespace FourthOrderEffectiveHamiltonian

noncomputable section

variable {A : Type*} [Ring A] [Algebra ℚ A]

/-- The generator `S = x S₁ + x³ S₃`, a polynomial in the central coupling `x`. -/
def generator (S₁ S₃ : A) : A[X] := C S₁ * X + C S₃ * X ^ 3

/-- The exponential series of `S`, cut after the fourth power. -/
def expFour (S : A[X]) : A[X] :=
  1 + S + (1 / 2 : ℚ) • S ^ 2 + (1 / 6 : ℚ) • S ^ 3 + (1 / 24 : ℚ) • S ^ 4

/-- The rotated Hamiltonian `p(S) (H₀ + x V) p(-S)`, with `p` the truncated exponential. -/
def rotated (H₀ V S₁ S₃ : A) : A[X] :=
  expFour (generator S₁ S₃) * (C H₀ + C V * X) * expFour (-generator S₁ S₃)

omit [Algebra ℚ A] in
/-- Each order of a product of two polynomials in the coupling is a finite convolution. -/
theorem coeff_mul_range (f g : A[X]) (n : ℕ) :
    (f * g).coeff n = ∑ k ∈ Finset.range (n + 1), f.coeff k * g.coeff (n - k) := by
  rw [Polynomial.coeff_mul, Finset.Nat.sum_antidiagonal_eq_sum_range_succ_mk]

/-- The truncated exponential of `x a + x³ b`, order by order up to the fourth. -/
theorem expFour_coeff (a b : A) :
    (expFour (generator a b)).coeff 0 = 1 ∧
    (expFour (generator a b)).coeff 1 = a ∧
    (expFour (generator a b)).coeff 2 = (1 / 2 : ℚ) • (a * a) ∧
    (expFour (generator a b)).coeff 3 = b + (1 / 6 : ℚ) • (a * a * a) ∧
    (expFour (generator a b)).coeff 4 =
      (1 / 2 : ℚ) • (a * b + b * a) + (1 / 24 : ℚ) • (a * a * a * a) := by
  have g0 : (generator a b).coeff 0 = 0 := by simp [generator]
  have g1 : (generator a b).coeff 1 = a := by simp [generator, coeff_X_pow]
  have g2 : (generator a b).coeff 2 = 0 := by simp [generator, coeff_X_pow]
  have g3 : (generator a b).coeff 3 = b := by simp [generator, coeff_X_pow]
  have g4 : (generator a b).coeff 4 = 0 := by simp [generator, coeff_X_pow]
  have o0 : (1 : A[X]).coeff 0 = 1 := by simp
  have o : ∀ n, (1 : A[X]).coeff (n + 1) = 0 := by intro n; simp [coeff_one]
  refine ⟨?_, ?_, ?_, ?_, ?_⟩ <;>
  simp only [expFour, pow_succ, pow_zero, one_mul, coeff_add, coeff_smul, coeff_mul_range,
    Finset.sum_range_succ, Finset.range_zero, Finset.sum_empty, Nat.reduceAdd, Nat.reduceSub,
    Nat.sub_zero, Nat.sub_self, g0, g1, g2, g3, g4, o0, o, mul_zero, zero_mul, add_zero,
    zero_add, smul_zero, mul_assoc]

/-- The rotated Hamiltonian through fourth order as nested commutators, for arbitrary
`H₀`, `V`, `a` and `b`. -/
theorem rotated_coeff (H₀ V a b : A) :
    (rotated H₀ V a b).coeff 0 = H₀ ∧
    (rotated H₀ V a b).coeff 1 = V + ⁅a, H₀⁆ ∧
    (rotated H₀ V a b).coeff 2 = ⁅a, V⁆ + (1 / 2 : ℚ) • ⁅a, ⁅a, H₀⁆⁆ ∧
    (rotated H₀ V a b).coeff 3 =
      ⁅b, H₀⁆ + (1 / 2 : ℚ) • ⁅a, ⁅a, V⁆⁆ + (1 / 6 : ℚ) • ⁅a, ⁅a, ⁅a, H₀⁆⁆⁆ ∧
    (rotated H₀ V a b).coeff 4 =
      ⁅b, V⁆ + (1 / 2 : ℚ) • (⁅a, ⁅b, H₀⁆⁆ + ⁅b, ⁅a, H₀⁆⁆)
        + (1 / 6 : ℚ) • ⁅a, ⁅a, ⁅a, V⁆⁆⁆ + (1 / 24 : ℚ) • ⁅a, ⁅a, ⁅a, ⁅a, H₀⁆⁆⁆⁆ := by
  have hneg : -generator a b = generator (-a) (-b) := by
    simp only [generator, C_neg, neg_mul, neg_add]
  obtain ⟨p0, p1, p2, p3, p4⟩ := expFour_coeff a b
  obtain ⟨q0, q1, q2, q3, q4⟩ := expFour_coeff (-a) (-b)
  have h0 : (C H₀ + C V * X).coeff 0 = H₀ := by simp
  have h1 : (C H₀ + C V * X).coeff 1 = V := by simp [coeff_C]
  have h2 : ∀ n, (C H₀ + C V * X).coeff (n + 2) = 0 := by
    intro n; simp
  -- convolve the three factors, expand all commutators and compare words
  refine ⟨?_, ?_, ?_, ?_, ?_⟩ <;>
  simp only [rotated, hneg, coeff_mul_range, Finset.sum_range_succ, Finset.range_zero,
    Finset.sum_empty, Nat.reduceAdd, Nat.reduceSub, Nat.sub_zero, Nat.sub_self, zero_add,
    p0, p1, p2, p3, p4, q0, q1, q2, q3, q4, h0, h1, h2] <;>
  simp only [Ring.lie_def, mul_add, add_mul,
    mul_sub, sub_mul, smul_mul_assoc, mul_smul_comm, mul_neg, neg_mul, neg_neg, mul_assoc,
    mul_one, one_mul, mul_zero, add_zero, zero_add] <;>
  module

/-- If `[S₁,H₀] = -V` and `[S₃,H₀] = -[S₁,[S₁,V]]/3`, the rotated Hamiltonian has no third-order
term, and its fourth-order term is `[S₃,V]/2 - [S₁,[S₁,[S₁,V]]]/24`. -/
theorem fourth_order {H₀ V S₁ S₃ : A} (h₁ : ⁅S₁, H₀⁆ = -V)
    (h₃ : ⁅S₃, H₀⁆ = -(1 / 3 : ℚ) • ⁅S₁, ⁅S₁, V⁆⁆) :
    (rotated H₀ V S₁ S₃).coeff 3 = 0 ∧
    (rotated H₀ V S₁ S₃).coeff 4 =
      (1 / 2 : ℚ) • ⁅S₃, V⁆ - (1 / 24 : ℚ) • ⁅S₁, ⁅S₁, ⁅S₁, V⁆⁆⁆ := by
  obtain ⟨-, -, -, c3, c4⟩ := rotated_coeff H₀ V S₁ S₃
  rw [c3, c4, h₃, h₁]
  constructor <;>
  simp only [Ring.lie_def, mul_add, add_mul, mul_sub, sub_mul, smul_mul_assoc,
    mul_smul_comm, mul_neg, neg_mul, mul_assoc] <;>
  module

/-- The factors `p(S)` and `p(-S)` are inverse to each other through fourth order in the
coupling. -/
theorem expFour_mul_neg (a b : A) {n : ℕ} (hn : n ≤ 4) :
    (expFour (generator a b) * expFour (-generator a b)).coeff n = (1 : A[X]).coeff n := by
  have e : expFour (generator a b) * expFour (-generator a b) = rotated 1 0 a b := by
    simp [rotated]
  -- rotating the identity operator: every commutator vanishes
  obtain ⟨c0, c1, c2, c3, c4⟩ := rotated_coeff (1 : A) 0 a b
  rw [e]
  interval_cases n
  · rw [c0]; simp
  · rw [c1]; simp [Ring.lie_def, coeff_one]
  · rw [c2]; simp [Ring.lie_def, coeff_one]
  · rw [c3]; simp [Ring.lie_def, coeff_one]
  · rw [c4]; simp [Ring.lie_def, coeff_one]

/-- Let `P` commute with `H₀` and anticommute with `V`, `S₁` and `S₃`. Under the two generator
equations the rotated Hamiltonian commutes with `P` at every order up to the fourth. -/
theorem sectors_decouple {H₀ V S₁ S₃ P : A} (h₁ : ⁅S₁, H₀⁆ = -V)
    (h₃ : ⁅S₃, H₀⁆ = -(1 / 3 : ℚ) • ⁅S₁, ⁅S₁, V⁆⁆)
    (hH : P * H₀ = H₀ * P) (hV : P * V = -(V * P))
    (hS₁ : P * S₁ = -(S₁ * P)) (hS₃ : P * S₃ = -(S₃ * P)) {n : ℕ} (hn : n ≤ 4) :
    P * (rotated H₀ V S₁ S₃).coeff n = (rotated H₀ V S₁ S₃).coeff n * P := by
  -- odd with odd gives even, odd with even gives odd
  have even : ∀ a b : A, P * a = -(a * P) → P * b = -(b * P) →
      P * ⁅a, b⁆ = ⁅a, b⁆ * P := by
    intro a b ha hb
    rw [Ring.lie_def]
    linear_combination (norm := noncomm_ring) ha * b - a * hb - hb * a + b * ha
  have odd : ∀ a c : A, P * a = -(a * P) → P * c = c * P →
      P * ⁅a, c⁆ = -(⁅a, c⁆ * P) := by
    intro a c ha hc
    rw [Ring.lie_def]
    linear_combination (norm := noncomm_ring) ha * c - a * hc - hc * a - c * ha
  obtain ⟨c0, c1, c2, -, -⟩ := rotated_coeff H₀ V S₁ S₃
  obtain ⟨c3, c4⟩ := fourth_order h₁ h₃
  have e := even S₁ V hS₁ hV
  interval_cases n
  · rw [c0, hH]
  · rw [c1, h₁]; simp
  · rw [c2]
    simp only [mul_add, add_mul, mul_smul_comm, smul_mul_assoc, e,
      even S₁ _ hS₁ (odd S₁ H₀ hS₁ hH)]
  · rw [c3]; simp
  · rw [c4]
    simp only [mul_sub, sub_mul, mul_smul_comm, smul_mul_assoc, even S₃ V hS₃ hV,
      even S₁ _ hS₁ (odd S₁ _ hS₁ e)]

/-- Interaction energy of the Hubbard dimer in the basis (covalent singlet, even ionic state). -/
def dimerH₀ (U : ℝ) : Matrix (Fin 2) (Fin 2) ℝ := !![0, 0; 0, U]

/-- Hopping of the Hubbard dimer in the same basis. -/
def dimerV (t : ℝ) : Matrix (Fin 2) (Fin 2) ℝ := !![0, -2 * t; -2 * t, 0]

/-- First-order generator of the dimer, for `U ≠ 0`. -/
def dimerS₁ (t U : ℝ) : Matrix (Fin 2) (Fin 2) ℝ := !![0, 2 * t / U; -(2 * t / U), 0]

/-- Third-order generator of the dimer, for `U ≠ 0`. -/
def dimerS₃ (t U : ℝ) : Matrix (Fin 2) (Fin 2) ℝ :=
  !![0, -(32 * t ^ 3 / (3 * U ^ 3)); 32 * t ^ 3 / (3 * U ^ 3), 0]

/-- For `U ≠ 0` the Hubbard dimer satisfies both generator equations. -/
theorem dimer_witness (t : ℝ) {U : ℝ} (hU : U ≠ 0) :
    ⁅dimerS₁ t U, dimerH₀ U⁆ = -dimerV t ∧
    ⁅dimerS₃ t U, dimerH₀ U⁆ =
      -(1 / 3 : ℚ) • ⁅dimerS₁ t U, ⁅dimerS₁ t U, dimerV t⁆⁆ := by
  constructor <;> ext i j <;> fin_cases i <;> fin_cases j <;>
  simp [Ring.lie_def, dimerS₁, dimerS₃, dimerH₀, dimerV, Matrix.mul_apply,
    Fin.sum_univ_succ, Rat.smul_def] <;>
  field_simp <;> ring

/-- For `U ≠ 0` the fourth-order term of the Hubbard dimer, multiplied by `U³`, is
`16 t⁴ diag(1, -1)`. -/
theorem dimer_fourth_order (t : ℝ) {U : ℝ} (hU : U ≠ 0) :
    U ^ 3 • (rotated (dimerH₀ U) (dimerV t) (dimerS₁ t U) (dimerS₃ t U)).coeff 4 =
      (16 * t ^ 4) • !![1, 0; 0, -1] := by
  obtain ⟨h₁, h₃⟩ := dimer_witness t hU
  rw [(fourth_order h₁ h₃).2]
  ext i j
  fin_cases i <;> fin_cases j <;>
  simp [Ring.lie_def, dimerS₁, dimerS₃, dimerV, Matrix.mul_apply,
    Fin.sum_univ_succ, Rat.smul_def] <;>
  field_simp <;> ring

end

end FourthOrderEffectiveHamiltonian
```

```lean
#print axioms FourthOrderEffectiveHamiltonian.fourth_order
#print axioms FourthOrderEffectiveHamiltonian.expFour_mul_neg
#print axioms FourthOrderEffectiveHamiltonian.sectors_decouple
#print axioms FourthOrderEffectiveHamiltonian.dimer_fourth_order
```

```
'FourthOrderEffectiveHamiltonian.fourth_order' depends on axioms: [propext, Classical.choice, Quot.sound]
'FourthOrderEffectiveHamiltonian.expFour_mul_neg' depends on axioms: [propext, Classical.choice, Quot.sound]
'FourthOrderEffectiveHamiltonian.sectors_decouple' depends on axioms: [propext, Classical.choice, Quot.sound]
'FourthOrderEffectiveHamiltonian.dimer_fourth_order' depends on axioms: [propext, Classical.choice, Quot.sound]
```

## The rotated Hamiltonian and its two conditions

The problem is to find the effective Hamiltonian of a system $H_0+xV$, where $H_0$ is solved and $V$ couples sectors that one wants to separate. The number $x$ counts powers of the coupling. One rotates with a generator $S=xS_1+x^3S_3$ and chooses $S_1$ and $S_3$ so that the unwanted terms disappear. With $[a,b]=ab-ba$, the conditions are

$$[S_1,H_0]=-V,\qquad [S_3,H_0]=-\tfrac13[S_1,[S_1,V]].$$

The theorem `fourth_order` says that under these conditions the rotated Hamiltonian has no $x^3$ term, and that its $x^4$ term is

$$\tfrac12[S_3,V]-\tfrac1{24}[S_1,[S_1,[S_1,V]]].$$

In Lean, the operators are elements of `A`, a ring that contains the rational numbers as scalars and need not be commutative. Matrices are one example; no dimension or Hilbert space is assumed. The coupling $x$ is the variable `X` of the polynomial ring `A[X]`. It commutes with every operator, and "order $n$" means the coefficient `coeff n`. The map `C` turns an operator into a constant polynomial, `•` multiplies by a scalar, and `⁅a, b⁆` is the commutator.

The definition `expFour` is $p(S)=\sum_{k=0}^4 S^k/k!$, and `rotated` is $p(S)(H_0+xV)p(-S)$. Since $S$ starts at order $x$, the powers left out of the exponential start at $x^5$, so the cut changes nothing through fourth order. The theorem `expFour_mul_neg` states that $p(S)p(-S)$ agrees with $1$ through that order, which makes the rotation a similarity transformation to the same accuracy.

Two conventions matter when comparing with other texts. The factor $p(S)$ stands on the left, and the opposite order reverses the sign of $S$. The letter $S$ denotes a generator here, not a spin.

## Separated sectors and the exchange energy of two sites

The condition on $S_1$ says that rotating $H_0$ produces a first-order term that cancels $V$. If $H_0$ is diagonal with energies $E_i$, it reads $(E_j-E_i)(S_1)_{ij}=-V_{ij}$. Energy denominators therefore enter through $S_1$, and $V$ must vanish between states of equal energy. The theorem assumes that $S_1$ and $S_3$ exist.

This restricts the use for Hubbard clusters with $H_0$ as the interaction. In a half-filled chain of three sites, hopping can move a doubly occupied site's partner, the empty site, without changing the interaction energy. That part of the hopping cannot be removed by $S_1$ and needs a more general scheme. The present formula is the special case of a Schrieffer–Wolff transformation in which all of $V$ is removed at first order.

The theorem `sectors_decouple` expresses the separation by an operator $P$ that commutes with $H_0$ and anticommutes with $V$, $S_1$ and $S_3$. Under the two generator conditions, every coefficient through fourth order commutes with $P$. When $P$ is a parity with eigenvalues $\pm1$, the rotated Hamiltonian then has no matrix elements between the two parity sectors at these orders.

For the two-site model, `dimerH₀` is the interaction, not the kinetic energy that often carries the name $H_0$, and `dimerV` is the hopping. The basis is the covalent singlet followed by the even ionic state; the matrices are entered directly, without a derivation from creation operators. For $U\ne0$, `dimer_witness` shows that the given $S_1$ and $S_3$ satisfy both conditions, and `dimer_fourth_order` gives $U^3$ times the fourth-order term as $16t^4\,\mathrm{diag}(1,-1)$.

At half filling, the triplet of this two-site model stays at energy $0$, so the singlet–triplet splitting through fourth order is $4t^2/U-16t^4/U^3$ at $x=1$. This is the exchange constant $K$, with its first correction, if the Heisenberg model of two spins $\tfrac12$ is written as $K\,\mathbf s_1\cdot\mathbf s_2$ up to an additive constant; other conventions change its sign or a factor of two. The step from the theorems to such a number is to set $x$ to its physical value and neglect the orders above the fourth; the coefficient identities give no bound on that error.

## Collecting the orders by hand

Write $a=S_1$ and $b=S_3$. Through fourth order,

$$S^2=x^2a^2+x^4(ab+ba)+\dots,\quad S^3=x^3a^3+\dots,\quad S^4=x^4a^4+\dots$$

Hence the coefficients of $p(S)$ are

$$p_0=1,\quad p_1=a,\quad p_2=\tfrac12a^2,\quad p_3=b+\tfrac16a^3,\quad p_4=\tfrac12(ab+ba)+\tfrac1{24}a^4.$$

Those of $p(-S)$, called $q_k$, follow by changing the signs of $a$ and $b$. Thus $q_k=p_k$ for even $k$ and $q_k=-p_k$ for odd $k$.

For any operator $Y$, let $T_n(Y)=\sum_{k=0}^n p_kYq_{n-k}$. This is the order-$n$ part of $p(S)\,Y\,p(-S)$. Multiplication gives $T_0(Y)=Y$, $T_1(Y)=aY-Ya=[a,Y]$ and

$$T_2(Y)=\tfrac12a^2Y-aYa+\tfrac12Ya^2=\tfrac12[a,[a,Y]].$$

At third order,

$$\begin{aligned}T_3(Y)&=bY-Yb+\tfrac16(a^3Y-3a^2Ya+3aYa^2-Ya^3)\\&=[b,Y]+\tfrac16[a,[a,[a,Y]]].\end{aligned}$$

At fourth order, the terms with $b$ are

$$\tfrac12(ab+ba)Y-aYb-bYa+\tfrac12Y(ab+ba)=\tfrac12\big([a,[b,Y]]+[b,[a,Y]]\big),$$

and the terms without $b$ are

$$\tfrac1{24}(a^4Y-4a^3Ya+6a^2Ya^2-4aYa^3+Ya^4)=\tfrac1{24}[a,[a,[a,[a,Y]]]].$$

Their sum is $T_4(Y)$. Because $V$ carries one factor of $x$, the order-$n$ coefficient of the rotated Hamiltonian is $T_n(H_0)+T_{n-1}(V)$ for $n\ge1$.

Now use the conditions, with $W=[a,[a,V]]$. Since $[a,H_0]=-V$, we have $[a,[a,[a,H_0]]]=-W$. The third-order coefficient is

$$[b,H_0]+\tfrac12W-\tfrac16W=-\tfrac13W+\tfrac13W=0.$$

The fourth-order coefficient is

$$[b,V]+\tfrac12\big(-\tfrac13[a,W]-[b,V]\big)+\tfrac16[a,W]-\tfrac1{24}[a,W]=\tfrac12[b,V]-\tfrac1{24}[a,W].$$

The same formulas give $V-V=0$ at first order and $\tfrac12[a,V]$ at second order.

## The same calculation in Lean

The lemma `coeff_mul_range` writes each coefficient of a product as a finite sum. `expFour_coeff` first reads off the coefficients of $S$ and then obtains $p_0,\dots,p_4$ by repeated use of that sum.

`rotated_coeff` is the calculation with $T_n$. It rewrites $-S$ as the generator of $-a$ and $-b$, convolves the three factors and expands all commutators into ordered products. The tactic `module` then compares the rational coefficients of these products. Neither generator condition is used at this stage. `fourth_order` substitutes both conditions into the last two formulas, expands again and lets `module` add the fractions.

For `expFour_mul_neg`, the same formulas are applied with $H_0=1$ and $V=0$, where every commutator vanishes.

For `sectors_decouple`, call an operator even if it commutes with $P$ and odd if it anticommutes. If $a$ and $b$ are odd, moving $P$ through $ab$ or $ba$ gives two minus signs, so $[a,b]$ is even. If $c$ is even, only one minus sign appears, so $[a,c]$ is odd. These are the local facts `even` and `odd`. They settle orders two and four. Order zero is the assumption that $P$ commutes with $H_0$, and the coefficients at orders one and three vanish.

## The dimer worked out, and a missing third-order condition

Let

$$J=\begin{pmatrix}0&1\\-1&0\end{pmatrix},\quad \sigma_x=\begin{pmatrix}0&1\\1&0\end{pmatrix},\quad \sigma_z=\begin{pmatrix}1&0\\0&-1\end{pmatrix}.$$

Then $[J,H_0]=U\sigma_x$, $[J,\sigma_x]=2\sigma_z$ and $[J,\sigma_z]=-2\sigma_x$. With $V=-2t\sigma_x$, the first condition holds for $S_1=(2t/U)J$. Therefore

$$[S_1,V]=-\frac{8t^2}{U}\sigma_z,\qquad [S_1,[S_1,V]]=\frac{32t^3}{U^2}\sigma_x,$$

and the second condition holds for $S_3=-\big(32t^3/(3U^3)\big)J$. The fourth-order term is

$$\frac12\cdot\frac{128t^4}{3U^3}\sigma_z-\frac1{24}\cdot\frac{128t^4}{U^3}\sigma_z=\frac{16t^4}{U^3}\sigma_z.$$

Lean checks both conditions and the final matrix entry by entry, clearing denominators with `field_simp`. For $U>0$ and $x=1$, the result agrees with the expansion of the exact lower energy in small $t/U$:

$$\frac{U-\sqrt{U^2+16t^2}}2=-\frac{4t^2}U+\frac{16t^4}{U^3}-\dots$$

The first condition alone does not make the third-order coefficient vanish. Keep the same $S_1$, take $t\ne0$ and $U\ne0$, and set $S_3=0$. The first condition still holds, but the third-order coefficient is now $\tfrac13[S_1,[S_1,V]]=\big(32t^3/(3U^2)\big)\sigma_x$, which couples the covalent and ionic states again.

In the limit $U=0$ with $t\ne0$, the first condition has no solution: $H_0$ is zero and commutes with everything, while $V$ is not zero. The two states are then degenerate, and no expansion in $t/U$ is available.
